# Partial derivatives of a real polynomial field commute

The lemma says that when a scalar field on `d`-dimensional space is a polynomial in the coordinates with real coefficients, differentiating it along direction `j` and then `i` gives the same result as `i` and then `j`. The derivatives are the formal ones of polynomial algebra, so no limits are involved, and the two directions may coincide. The attempt first claims that the commutator of the two derivatives, taken as derivations, is zero. It means to check this on the coordinate variables alone, which suffices for derivations of a polynomial ring, and then to apply the identity to the polynomial `p`.

As first written in Lean, the proof fails:

```lean
import Mathlib

open MvPolynomial

namespace FockSchwingerGauge

noncomputable section

/-- Real polynomial fields on `d`-dimensional space. -/
abbrev Poly (d : ℕ) := MvPolynomial (Fin d) ℝ

variable {d : ℕ}

/-- Partial derivatives of polynomial fields commute. -/
theorem pderiv_comm (i j : Fin d) (p : Poly d) :
    pderiv i (pderiv j p) = pderiv j (pderiv i p) := by
  have h : ⁅pderiv i, pderiv j⁆ = (0 : Derivation ℝ (Poly d) (Poly d)) := by
    apply MvPolynomial.derivation_ext
    intro k
    rw [Derivation.commutator_apply]
    simp only [pderiv_X, Pi.single_apply]
    split_ifs <;> simp
  have h2 := congrArg (fun D : Derivation ℝ (Poly d) (Poly d) => D p) h
  simp only [Derivation.commutator_apply, Derivation.zero_apply] at h2
  exact sub_eq_zero.mp h2

end

end FockSchwingerGauge
```

Compiling this gives:

```
Main.lean:17:12: error: typeclass instance problem is stuck
  CommSemiring ?m.22

Note: Lean will not try to resolve this typeclass instance problem because the type argument to `CommSemiring` is a metavariable. This argument must be fully determined before Lean will try to resolve the typeclass.

Hint: Adding type annotations and supplying implicit arguments to functions can give Lean more information for typeclass resolution. For example, if you have a variable `x` that you intend to be a `Nat`, but Lean reports it as having an unresolved type like `?m`, replacing `x` with `(x : Nat)` can get typeclass resolution un-stuck.
```

Cause. The message says that Lean needs a `CommSemiring` instance for a type it has not yet determined. It points at the first `pderiv` in the bracket. There `i : Fin d` fixes the index type of the variables, but nothing fixes the coefficient ring. The type written on the zero does not settle it: a bracket `⁅x, y⁆` has the type of `y`, and Lean's general bracket notation lets `x` have a different type. So even a known type for the result says nothing about the first entry.

The repair writes `Derivation ℝ (Poly d) (Poly d)` on both entries, which makes the coefficients `ℝ` and lets the instance be found. The zero then takes its type from the bracket, so its own annotation can go.

The later changes, `DFunLike.congr_fun` for `congrArg` and `rw` for `simp only`, answer no reported error. As far as the message shows they are tidying: they still apply the identity to `p` and expand the commutator.

After these edits no error is left:

```diff
@@ -15,5 +15,6 @@
 theorem pderiv_comm (i j : Fin d) (p : Poly d) :
     pderiv i (pderiv j p) = pderiv j (pderiv i p) := by
-  have h : ⁅pderiv i, pderiv j⁆ = (0 : Derivation ℝ (Poly d) (Poly d)) := by
+  have h : ⁅(pderiv i : Derivation ℝ (Poly d) (Poly d)),
+      (pderiv j : Derivation ℝ (Poly d) (Poly d))⁆ = 0 := by
     apply MvPolynomial.derivation_ext
     intro k
@@ -21,6 +22,6 @@
     simp only [pderiv_X, Pi.single_apply]
     split_ifs <;> simp
-  have h2 := congrArg (fun D : Derivation ℝ (Poly d) (Poly d) => D p) h
-  simp only [Derivation.commutator_apply, Derivation.zero_apply] at h2
+  have h2 := DFunLike.congr_fun h p
+  rw [Derivation.commutator_apply] at h2
   exact sub_eq_zero.mp h2
 
```
